# For positive a and b, sinh(as)/sinh(bs) is asymptotic to exp((a − b)s) as s → ∞

For fixed real a, b > 0, the lemma says that exp((b − a)s) · sinh(as)/sinh(bs) tends to 1 as the real variable s tends to infinity. The ratio of hyperbolic sines therefore has the leading behaviour exp((a − b)s), with prefactor exactly 1: it decays if a < b and grows if a > b. The statement concerns real functions only and assumes no particular physical system. The proof writes sinh(cs) as exp(cs)(1 − exp(−2cs))/2 for c = a and c = b, so that the growing exponentials cancel for s > 0 and leave a quotient of two brackets that each tend to 1.

This version doesn't compile in Lean 4 with Mathlib:

```lean
import Mathlib

open Filter Topology Set
open Complex (I)
open scoped Real ComplexConjugate

namespace SinhRatioTendstoAtTop

noncomputable section

/-- For `a, b > 0`, the ratio `sinh (as) / sinh (bs)` multiplied by `exp ((b-a)s)` tends to one
as `s` tends to infinity. -/
theorem sinh_ratio_tendsto_atTop {a b : ℝ} (ha : 0 < a) (hb : 0 < b) :
    Tendsto (fun s => Real.exp ((b - a) * s) * (Real.sinh (a * s) / Real.sinh (b * s)))
      atTop (𝓝 1) := by
  have h : ∀ c : ℝ, 0 < c → Tendsto (fun s => 1 - Real.exp (-(2 * c * s))) atTop (𝓝 1) := by
    intro c hc
    have h0 : Tendsto (fun s : ℝ => Real.exp (-(2 * c * s))) atTop (𝓝 0) :=
      Real.tendsto_exp_neg_atTop_nhds_zero.comp
        (tendsto_id.const_mul_atTop (by positivity : 0 < 2 * c))
    simpa using h0.const_sub 1
  -- pull the growing exponential out of each hyperbolic sine
  have key : ∀ c s : ℝ,
      Real.sinh (c * s) = Real.exp (c * s) * (1 - Real.exp (-(2 * c * s))) / 2 := by
    intro c s
    rw [Real.sinh_eq, mul_sub, ← Real.exp_add, mul_one]
    ring_nf
  have alg : ∀ E F X Y : ℝ, E ≠ 0 → F ≠ 0 → Y ≠ 0 →
      X / Y = E * (F * X / 2 / (E * F * Y / 2)) := by
    intro E F X Y hE hF hY
    field_simp
  have hlim := (h a ha).div (h b hb) one_ne_zero
  rw [div_one] at hlim
  refine hlim.congr' ?_
  filter_upwards [eventually_gt_atTop 0] with s hs
  have e : Real.exp ((b - a) * s) * Real.exp (a * s) = Real.exp (b * s) := by
    rw [← Real.exp_add]
    ring_nf
  have hY : Real.exp (-(2 * b * s)) < 1 :=
    Real.exp_lt_one (by have := mul_pos hb hs; linarith)
  rw [key a s, key b s, ← e]
  exact alg _ _ _ _ (Real.exp_ne_zero _) (Real.exp_ne_zero _) (sub_pos.2 hY).ne'

end

end SinhRatioTendstoAtTop
```

The compiler's answer:

```
Main.lean:40:4: error(lean.unknownIdentifier): Unknown constant `Real.exp_lt_one`
```

The change, after which it compiles:

```diff
@@ -38,5 +38,5 @@
     ring_nf
   have hY : Real.exp (-(2 * b * s)) < 1 :=
-    Real.exp_lt_one (by have := mul_pos hb hs; linarith)
+    Real.exp_lt_one_iff.2 (by have := mul_pos hb hs; linarith)
   rw [key a s, key b s, ← e]
   exact alg _ _ _ _ (Real.exp_ne_zero _) (Real.exp_ne_zero _) (sub_pos.2 hY).ne'
```

Diagnosis. The only error is a missing name: Lean finds no constant called `Real.exp_lt_one`. The proof calls it in `hY`, which states that exp(−2bs) < 1. This fact is needed because the bracket 1 − exp(−2bs) ends up in a denominator, and the last line uses `hY` to show that it is not zero.

The repair uses `Real.exp_lt_one_iff` instead, an equivalence between exp(x) < 1 and x < 0. Its `.2` direction turns a proof that the exponent is negative into the required bound. The argument supplied to it is unchanged: `mul_pos hb hs` gives bs > 0, and `linarith` deduces −2bs < 0. The mathematical argument was sound and stays as it was; only the lemma cited for this step changes.
